# Norm and energy conservation for projected Schrödinger dynamics when the state lies in its complex tangent space

A variational wave function can't in general follow the Schrödinger equation, because the exact velocity $-iH\psi$ points out of the set of states that the ansatz can represent. Projecting the velocity back onto the allowed directions repairs this, but the evolution is then in general no longer given by the operator $e^{-iHt}$, which conserves the norm because it is unitary and the energy because it also commutes with $H$. If the projection itself could change these quantities, a drift seen in a simulation might come from the equation of motion as well as from the time step or the sampling noise.

Let $H$ be a self-adjoint operator on a finite-dimensional complex inner-product space, and let $T(t)$ be a complex subspace for each time $t$, with orthogonal projector $P_{T(t)}$. With $\hbar=1$, suppose that the state $\psi(t)$ satisfies

$$\psi'(t)=P_{T(t)}\bigl(-iH\psi(t)\bigr).$$

Then $\langle\psi,H\psi\rangle$ is constant. If also $\psi(t)\in T(t)$ at all times, $\|\psi\|$ is constant, and so is the normalised energy $\langle\psi,H\psi\rangle/\|\psi\|^2$ of a nonzero state.

In time-dependent variational Monte Carlo, the allowed directions come from the derivatives of the wave function with respect to its parameters. An ansatz with a free nonzero complex prefactor, $\psi=c\,\varphi(\theta)$ with complex parameters $\theta$ on which $\varphi$ depends holomorphically, satisfies $\psi\in T$, since $\partial\psi/\partial c=\varphi$. Eliminating $c'$ from the projected equation leaves the commonly used equations for $\theta$, which contain covariances. The result applies to $\psi$ with its prefactor included, for complex tangent spaces, exact overlaps and continuous time. The norm of $\varphi(\theta)$ alone may change, but its normalised energy equals that of $\psi$ and is constant.

## Choosing the test vector

The inner product is conjugate-linear in its first argument. Write $v=\psi'$ and fix a time. The projection error $-iH\psi-v$ is orthogonal to $T$, so $\langle w,v\rangle=-i\langle w,H\psi\rangle$ for every $w\in T$. Multiplication by $i$ gives the Dirac–Frenkel condition

$$i\langle w,v\rangle=\langle w,H\psi\rangle\qquad\text{for all } w\in T.$$

Conversely, a vector in $T$ that satisfies this condition is the projected velocity: the difference of two solutions lies in $T$ and is orthogonal to all of $T$, hence to itself, so it vanishes.

For a self-adjoint, time-independent operator $A$, the product rule gives

$$\frac{d}{dt}\langle\psi,A\psi\rangle=\langle v,A\psi\rangle+\langle\psi,Av\rangle
=\langle v,A\psi\rangle+\langle A\psi,v\rangle=2\,\mathrm{Re}\,\langle A\psi,v\rangle .$$

**Energy.** Set $A=H$. The velocity lies in $T$, so $w=v$ is allowed, and $\langle v,H\psi\rangle=i\|v\|^2$. This is purely imaginary, and so is its conjugate $\langle H\psi,v\rangle$. The derivative is zero, whether or not $\psi$ lies in $T$.

**Norm.** Set $A=1$. If $\psi\in T$, then $w=\psi$ is allowed, and $i\langle\psi,v\rangle=\langle\psi,H\psi\rangle$ is real. Hence $\langle\psi,v\rangle$ is imaginary and $\|\psi\|^2$ has zero derivative.

The norm argument extends to any self-adjoint $A$ with $AH=HA$ and $A\psi\in T$. Taking $w=A\psi$ gives $i\langle A\psi,v\rangle=\langle A\psi,H\psi\rangle=\langle\psi,AH\psi\rangle$, which is real because $AH$ is self-adjoint.

## The projected equation of motion

The formal development works in a complex inner-product space `E` of any dimension.

In Lean 4 with Mathlib:

```lean
import Mathlib

open scoped InnerProductSpace

namespace TimeDependentVariationalPrinciple

noncomputable section

variable {E : Type*} [NormedAddCommGroup E] [InnerProductSpace ℂ E]
```

The Hamiltonian has type `E →L[ℂ] E`, a continuous linear operator. Every linear operator is continuous in finite dimension; in infinite dimension this restricts the results to bounded Hamiltonians. The type `Submodule ℂ E` makes $T$ closed under multiplication by $i$. A real-linear tangent space that is not closed under multiplication by $i$ is therefore not covered.

```lean
/-- The variational velocity: the orthogonal projection of the Schrödinger velocity
`-i H ψ` onto the tangent space `T`. -/
def variationalVelocity (H : E →L[ℂ] E) (T : Submodule ℂ E) [T.HasOrthogonalProjection]
    (ψ : E) : E :=
  T.starProjection (-(Complex.I • H ψ))
```

`T.starProjection` is the orthogonal projector regarded as a map from `E` to itself. The assumption `HasOrthogonalProjection` says that this projector exists, which is automatic for finite-dimensional subspaces.

```lean
/-- The curve `ψ` moves at every time with the variational velocity for the tangent
space `T t`. -/
def IsVariationalTrajectory (H : E →L[ℂ] E) (T : ℝ → Submodule ℂ E)
    [∀ t, (T t).HasOrthogonalProjection] (ψ : ℝ → E) : Prop :=
  ∀ t, HasDerivAt ψ (variationalVelocity H (T t) (ψ t)) t
```

A trajectory is a curve whose derivative equals the variational velocity at every real time. Its existence is assumed, not derived. The family `T` is arbitrary: it need not come from a parametrised ansatz or vary smoothly with time.

## The Dirac–Frenkel condition as an equivalence

```lean
/-- Dirac–Frenkel condition: `v` is the variational velocity exactly when it is tangent and
`i v` and `H ψ` have the same overlap with every tangent vector. -/
theorem dirac_frenkel_iff (H : E →L[ℂ] E) (T : Submodule ℂ E) [T.HasOrthogonalProjection]
    (ψ v : E) :
    v = variationalVelocity H T ψ ↔
      v ∈ T ∧ ∀ w ∈ T, Complex.I * ⟪w, v⟫_ℂ = ⟪w, H ψ⟫_ℂ := by
  have hmem : variationalVelocity H T ψ ∈ T := T.starProjection_apply_mem _
  have hP : ∀ w ∈ T, Complex.I * ⟪w, variationalVelocity H T ψ⟫_ℂ = ⟪w, H ψ⟫_ℂ := by
    intro w hw
    -- the projection error is orthogonal to the tangent space
    have h : ⟪w, -(Complex.I • H ψ) - variationalVelocity H T ψ⟫_ℂ = 0 :=
      (Submodule.mem_orthogonal _ _).1 (T.sub_starProjection_mem_orthogonal _) w hw
    rw [inner_sub_right, inner_neg_right, inner_smul_right] at h
    linear_combination (-Complex.I) * h - ⟪w, H ψ⟫_ℂ * Complex.I_sq
  constructor
  · intro h
    rw [h]
    exact ⟨hmem, hP⟩
  · rintro ⟨hv, hw⟩
    -- two solutions differ by a tangent vector orthogonal to itself
    have hd := T.sub_mem hv hmem
    have h0 : ⟪v - variationalVelocity H T ψ, v - variationalVelocity H T ψ⟫_ℂ = 0 := by
      have h1 := hw _ hd
      have h2 := hP _ hd
      rw [inner_sub_right]
      apply mul_left_cancel₀ Complex.I_ne_zero
      linear_combination h1 - h2
    exact sub_eq_zero.1 (inner_self_eq_zero.1 h0)
```

The two facts `hmem` and `hP` say that the projected velocity is tangent and satisfies the condition. In `hP`, orthogonality of the projection error is multiplied by $-i$, and $i^2=-1$ is supplied to `linear_combination`. The last part is the uniqueness argument: `h0` shows that the difference of two solutions has zero overlap with itself.

## The rate of change of an expectation value

```lean
/-- The expectation value of a self-adjoint `A` along a curve with velocity `v` changes at
the rate `2 Re ⟨A ψ, v⟩`. -/
theorem hasDerivAt_expectation {A : E →L[ℂ] E} (hA : (A : E →ₗ[ℂ] E).IsSymmetric)
    {ψ : ℝ → E} {v : E} {t : ℝ} (h : HasDerivAt ψ v t) :
    HasDerivAt (fun s => ⟪ψ s, A (ψ s)⟫_ℂ) ((2 * (⟪A (ψ t), v⟫_ℂ).re : ℝ) : ℂ) t := by
  have hAψ : HasDerivAt (fun s => A (ψ s)) (A v) t :=
    (A.restrictScalars ℝ).hasFDerivAt.comp_hasDerivAt t h
  have hs : ⟪A (ψ t), v⟫_ℂ = ⟪ψ t, A v⟫_ℂ := hA (ψ t) v
  refine (h.inner ℂ hAψ).congr_deriv ?_
  rw [← hs, ← inner_conj_symm v (A (ψ t)), Complex.add_conj]
```

`IsSymmetric` means $\langle Ax,y\rangle=\langle x,Ay\rangle$ for all $x,y$, which is self-adjointness in finite dimension. The derivative is taken with respect to real time, so `A` is first regarded as a real-linear map. The product rule then gives two terms, and `Complex.add_conj` combines the number and its conjugate into twice the real part. The expectation value is kept as a complex number, so its derivative is a real number embedded in $\mathbb C$.

## Energy conservation

```lean
/-- For self-adjoint `H`, the energy expectation value is constant along a variational trajectory.
-/
theorem energy_conserved {H : E →L[ℂ] E} (hH : (H : E →ₗ[ℂ] E).IsSymmetric)
    {T : ℝ → Submodule ℂ E} [∀ t, (T t).HasOrthogonalProjection] {ψ : ℝ → E}
    (hψ : IsVariationalTrajectory H T ψ) (t s : ℝ) :
    ⟪ψ t, H (ψ t)⟫_ℂ = ⟪ψ s, H (ψ s)⟫_ℂ := by
  have hd : ∀ r, HasDerivAt (fun r => ⟪ψ r, H (ψ r)⟫_ℂ) 0 r := by
    intro r
    refine (hasDerivAt_expectation hH (hψ r)).congr_deriv ?_
    -- test the Dirac–Frenkel condition with the velocity itself
    obtain ⟨hv, hw⟩ := (dirac_frenkel_iff H (T r) (ψ r) _).1 rfl
    have h := hw _ hv
    have him := Complex.conj_eq_iff_im.1 (inner_conj_symm (𝕜 := ℂ)
      (variationalVelocity H (T r) (ψ r)) (variationalVelocity H (T r) (ψ r)))
    rw [← inner_conj_symm (H (ψ r)), Complex.conj_re, ← h, Complex.I_mul_re, him,
      neg_zero, mul_zero, Complex.ofReal_zero]
  exact is_const_of_deriv_eq_zero (𝕜 := ℝ) (f := fun r => ⟪ψ r, H (ψ r)⟫_ℂ)
    (fun r => (hd r).differentiableAt) (fun r => (hd r).deriv) t s
```

The hypotheses do not include $\psi(t)\in T(t)$. Applying `dirac_frenkel_iff` to the velocity itself yields its tangency `hv` and the condition `hw`; `hw _ hv` is the choice $w=v$. The fact `him` states that $\langle v,v\rangle$ has no imaginary part, so $i\langle v,v\rangle$ has no real part. A function on the real line with zero derivative everywhere is constant, which gives the equality between any two times `t` and `s`.

## Commuting observables and the norm

```lean
/-- For self-adjoint `H`, the expectation value of a self-adjoint `A` commuting with `H` is constant
along a variational trajectory if `A ψ` is always a tangent vector. -/
theorem observable_conserved {H A : E →L[ℂ] E} (hH : (H : E →ₗ[ℂ] E).IsSymmetric)
    (hA : (A : E →ₗ[ℂ] E).IsSymmetric) (hcomm : ∀ x, A (H x) = H (A x))
    {T : ℝ → Submodule ℂ E} [∀ t, (T t).HasOrthogonalProjection] {ψ : ℝ → E}
    (hmem : ∀ t, A (ψ t) ∈ T t) (hψ : IsVariationalTrajectory H T ψ) (t s : ℝ) :
    ⟪ψ t, A (ψ t)⟫_ℂ = ⟪ψ s, A (ψ s)⟫_ℂ := by
  have hd : ∀ r, HasDerivAt (fun r => ⟪ψ r, A (ψ r)⟫_ℂ) 0 r := by
    intro r
    refine (hasDerivAt_expectation hA (hψ r)).congr_deriv ?_
    -- test the Dirac–Frenkel condition with `A ψ`
    have h := ((dirac_frenkel_iff H (T r) (ψ r) _).1 rfl).2 _ (hmem r)
    have h1 : ⟪H (ψ r), A (ψ r)⟫_ℂ = ⟪ψ r, H (A (ψ r))⟫_ℂ := hH _ _
    have h2 : ⟪A (ψ r), H (ψ r)⟫_ℂ = ⟪ψ r, A (H (ψ r))⟫_ℂ := hA _ _
    have him : (⟪A (ψ r), H (ψ r)⟫_ℂ).im = 0 := by
      apply Complex.conj_eq_iff_im.1
      rw [inner_conj_symm, h1, h2, hcomm]
    rw [← Complex.I_mul_im, h, him, mul_zero, Complex.ofReal_zero]
  exact is_const_of_deriv_eq_zero (𝕜 := ℝ) (f := fun r => ⟪ψ r, A (ψ r)⟫_ℂ)
    (fun r => (hd r).differentiableAt) (fun r => (hd r).deriv) t s
```

Here `hmem` requires $A\psi$ to be tangent at all times, and `hcomm` states that $A$ and $H$ commute. For an ansatz, the first condition means that the transformation generated by $A$ moves the state along directions that the parameters can follow. The proof tests with $w=A\psi$, shows that $\langle A\psi,H\psi\rangle$ equals its own conjugate, and uses $\mathrm{Re}\,z=\mathrm{Im}(iz)$ to find that the rate vanishes.

```lean
/-- For self-adjoint `H`, along a variational trajectory whose state always lies in its own tangent
space, both the norm and the energy expectation value are constant in time. -/
theorem norm_and_energy_conserved {H : E →L[ℂ] E} (hH : (H : E →ₗ[ℂ] E).IsSymmetric)
    {T : ℝ → Submodule ℂ E} [∀ t, (T t).HasOrthogonalProjection] {ψ : ℝ → E}
    (hmem : ∀ t, ψ t ∈ T t) (hψ : IsVariationalTrajectory H T ψ) (t s : ℝ) :
    ‖ψ t‖ = ‖ψ s‖ ∧ ⟪ψ t, H (ψ t)⟫_ℂ = ⟪ψ s, H (ψ s)⟫_ℂ := by
  refine ⟨?_, energy_conserved hH hψ t s⟩
  -- the norm is the expectation value of the identity
  have h : ⟪ψ t, ψ t⟫_ℂ = ⟪ψ s, ψ s⟫_ℂ :=
    observable_conserved (A := ContinuousLinearMap.id ℂ E) hH (fun _ _ => rfl)
      (fun _ => rfl) hmem hψ t s
  have h' : ‖ψ t‖ ^ 2 = ‖ψ s‖ ^ 2 := by
    rw [norm_sq_eq_re_inner (𝕜 := ℂ) (ψ t), norm_sq_eq_re_inner (𝕜 := ℂ) (ψ s), h]
  exact (sq_eq_sq₀ (norm_nonneg _) (norm_nonneg _)).1 h'
```

This is the main theorem. Its first half applies `observable_conserved` to the identity operator, for which symmetry and commutation are immediate and the tangency condition becomes $\psi(t)\in T(t)$. Equal squared norms then give equal norms, since norms are nonnegative. The second half is `energy_conserved`.

## Stationary states in a fixed subspace

Suppose that $T$ does not change and that $\varphi\in T$ solves the projected eigenvalue equation $\langle w,H\varphi\rangle=\varepsilon\langle w,\varphi\rangle$ for all $w\in T$. The curve $\psi(t)=e^{-i\varepsilon t}\varphi$ has velocity $-i\varepsilon\psi\in T$, and

$$i\langle w,-i\varepsilon\psi\rangle=\varepsilon\langle w,\psi\rangle=\langle w,H\psi\rangle,$$

so it is a variational trajectory. The derivative of the exponent is supplied by a short lemma.

```lean
/-- A complex amplitude linear in time, `c t`, has the constant rate `c`. -/
theorem hasDerivAt_linear (c : ℂ) (t : ℝ) : HasDerivAt (fun s : ℝ => c * (s : ℂ)) c t := by
  simpa using (hasDerivAt_id t).ofReal_comp.const_mul c

/-- If `φ` solves the eigenvalue equation of `H` projected onto a fixed space `T`, with
eigenvalue `ε`, then `exp(-i ε t) φ` is a variational trajectory. -/
theorem stationary_state (H : E →L[ℂ] E) (T : Submodule ℂ E) [T.HasOrthogonalProjection]
    {φ : E} (hφ : φ ∈ T) {ε : ℂ} (hε : ∀ w ∈ T, ⟪w, H φ⟫_ℂ = ε * ⟪w, φ⟫_ℂ) :
    IsVariationalTrajectory H (fun _ => T)
      (fun t => Complex.exp (-(Complex.I * ε) * (t : ℂ)) • φ) := by
  intro t
  refine ((hasDerivAt_linear (-(Complex.I * ε)) t).cexp.smul_const φ).congr_deriv ?_
  refine (dirac_frenkel_iff H T _ _).2 ⟨T.smul_mem _ hφ, fun w hw => ?_⟩
  simp only [map_smul, inner_smul_right, hε w hw]
  linear_combination
    (-(Complex.exp (-(Complex.I * ε) * (t : ℂ)) * ε * ⟪w, φ⟫_ℂ)) * Complex.I_sq
```

The proof differentiates the exponential and then verifies the two parts of the Dirac–Frenkel condition. The theorem allows complex $\varepsilon$ and does not require $H$ to be self-adjoint. When $H$ is self-adjoint and $\varphi\neq0$, the choice $w=\varphi$ gives $\varepsilon=\langle\varphi,H\varphi\rangle/\|\varphi\|^2$, which is real, and the exponential is a pure phase.

The simplest case is a tangent space spanned by a single unit vector $\varphi$. Every test vector is then $w=c\varphi$ with $c\in\mathbb C$, and both sides of the projected equation equal $\bar c\,\langle\varphi,H\varphi\rangle$ when $\varepsilon=\langle\varphi,H\varphi\rangle$.

```lean
/-- For a unit vector `φ` and the tangent space spanned by `φ`, the state
`exp(-i ⟨φ, H φ⟩ t) φ` stays in the tangent space and is a variational trajectory. -/
theorem single_ray_witness (H : E →L[ℂ] E) {φ : E} (hφ : ‖φ‖ = 1) :
    (∀ t : ℝ, Complex.exp (-(Complex.I * ⟪φ, H φ⟫_ℂ) * (t : ℂ)) • φ ∈
      Submodule.span ℂ {φ}) ∧
    IsVariationalTrajectory H (fun _ => Submodule.span ℂ {φ})
      (fun t => Complex.exp (-(Complex.I * ⟪φ, H φ⟫_ℂ) * (t : ℂ)) • φ) := by
  have hm : φ ∈ Submodule.span ℂ {φ} := Submodule.mem_span_singleton_self φ
  have h1 : ⟪φ, φ⟫_ℂ = 1 := by rw [inner_self_eq_norm_sq_to_K, hφ]; simp
  refine ⟨fun t => Submodule.smul_mem _ _ hm, stationary_state H _ hm fun w hw => ?_⟩
  obtain ⟨c, rfl⟩ := Submodule.mem_span_singleton.1 hw
  rw [inner_smul_left, inner_smul_left, h1]
  ring
```

For self-adjoint $H$, this gives an explicit trajectory satisfying all the hypotheses of the main theorem, even when $\varphi$ is not an eigenvector of $H$.

## Norm growth when the state is not tangent

Let $a$ and $b$ be orthonormal, and let $H$ exchange them: $Ha=b$ and $Hb=a$.

```lean
/-- The two-state Hamiltonian `|a⟩⟨b| + |b⟩⟨a|`. -/
def flipHamiltonian (a b : E) : E →L[ℂ] E :=
  (innerSL ℂ b).smulRight a + (innerSL ℂ a).smulRight b
```

In this definition, `innerSL ℂ b` is the bra $\langle b|$, and `smulRight a` attaches the ket $|a\rangle$.

Take $T$ to be the span of $a$, and start from $\psi(0)=b$, which lies outside $T$. For $\psi=b+ca$ with $c\in\mathbb C$, one has $H\psi=a+cb$, and the projection of $-iH\psi$ onto $T$ is $-ia$. Thus $c'=-i$, which gives

$$\psi(t)=b-it\,a,\qquad \|\psi(t)\|^2=1+t^2 .$$

The component along $b$ is frozen, so it cannot shrink to compensate for the growth along $a$.

```lean
/-- For orthonormal `a`, `b`, the flip Hamiltonian and the tangent space spanned by `a`, the
curve `b - i t a` is a variational trajectory with squared norm `1 + t²`. -/
theorem norm_grows_outside_tangent_space {a b : E} (ha : ‖a‖ = 1) (hb : ‖b‖ = 1)
    (hab : ⟪a, b⟫_ℂ = 0) :
    (flipHamiltonian a b : E →ₗ[ℂ] E).IsSymmetric ∧
    IsVariationalTrajectory (flipHamiltonian a b) (fun _ => Submodule.span ℂ {a})
      (fun t => b - (Complex.I * (t : ℂ)) • a) ∧
    ∀ t : ℝ, ‖b - (Complex.I * (t : ℂ)) • a‖ ^ 2 = 1 + t ^ 2 := by
  have happ : ∀ x, flipHamiltonian a b x = ⟪b, x⟫_ℂ • a + ⟪a, x⟫_ℂ • b := fun _ => rfl
  have haa : ⟪a, a⟫_ℂ = 1 := by rw [inner_self_eq_norm_sq_to_K, ha]; simp
  have hbb : ⟪b, b⟫_ℂ = 1 := by rw [inner_self_eq_norm_sq_to_K, hb]; simp
  have hba : ⟪b, a⟫_ℂ = 0 := inner_eq_zero_symm.1 hab
  refine ⟨fun x y => ?_, fun t => ?_, fun t => ?_⟩
  · change ⟪flipHamiltonian a b x, y⟫_ℂ = ⟪x, flipHamiltonian a b y⟫_ℂ
    simp only [happ, inner_add_left, inner_add_right, inner_smul_left, inner_smul_right,
      inner_conj_symm]
    ring
  · refine (((hasDerivAt_linear Complex.I t).smul_const a).const_sub b).congr_deriv ?_
    refine (dirac_frenkel_iff _ _ _ _).2 ⟨Submodule.neg_mem _ (Submodule.smul_mem _ _
      (Submodule.mem_span_singleton_self a)), fun w hw => ?_⟩
    obtain ⟨c, rfl⟩ := Submodule.mem_span_singleton.1 hw
    simp only [happ, inner_add_right, inner_sub_right, inner_neg_right, inner_smul_left,
      inner_smul_right, haa, hbb, hab, hba]
    linear_combination (-(starRingEnd ℂ c)) * Complex.I_sq
  · have h : ⟪b - (Complex.I * (t : ℂ)) • a, b - (Complex.I * (t : ℂ)) • a⟫_ℂ =
        ((1 + t ^ 2 : ℝ) : ℂ) := by
      simp only [inner_sub_left, inner_sub_right, inner_smul_left, inner_smul_right,
        haa, hbb, hab, hba, map_mul, Complex.conj_I, Complex.conj_ofReal]
      push_cast
      linear_combination (-(t : ℂ) ^ 2) * Complex.I_sq
    rw [norm_sq_eq_re_inner (𝕜 := ℂ), h]
    exact Complex.ofReal_re _

end

end TimeDependentVariationalPrinciple
```

The theorem has three parts: the flip Hamiltonian is symmetric, the curve is a variational trajectory, and its squared norm is $1+t^2$. The first follows by expanding both inner products. The second differentiates the curve and checks the Dirac–Frenkel condition on multiples of $a$. The third expands $\langle\psi,\psi\rangle$ using orthonormality. Energy conservation still applies, with $\langle\psi,H\psi\rangle=0$ throughout; it is norm conservation that fails without $\psi(t)\in T(t)$.

```lean
#print axioms TimeDependentVariationalPrinciple.norm_and_energy_conserved
-- 'TimeDependentVariationalPrinciple.norm_and_energy_conserved' depends on axioms: [propext, Classical.choice, Quot.sound]
#print axioms TimeDependentVariationalPrinciple.norm_grows_outside_tangent_space
-- 'TimeDependentVariationalPrinciple.norm_grows_outside_tangent_space' depends on axioms: [propext, Classical.choice, Quot.sound]
```
